# The Feynman–Kleinert equation as the stationarity condition of the quartic oscillator's trial potential

A particle of unit mass moves in one dimension in the potential $g x^4$ at inverse temperature $\beta$, with $\hbar = 1$. In the imaginary-time path integral, each closed path has a time average, its centroid, written $x$ below. The fluctuations about the centroid are modelled by those of a harmonic oscillator with an adjustable frequency $W$. Throughout, $\beta > 0$ and $W > 0$, while $g$ and $x$ are any real numbers; a confining potential has $g > 0$.

```lean
import Mathlib

open Real Set

namespace FeynmanKleinert

noncomputable section
```

Put $u = \beta W/2$. The mean squared fluctuation of the trial oscillator about its centroid is

$$A(W) = \frac{u\coth u - 1}{\beta W^2}.$$

In the code this is `width β W`, with $\coth u$ written as $\cosh u/\sinh u$.

```lean
/-- Squared fluctuation width of a trial oscillator of frequency `W` about its path centroid,
at inverse temperature `β` (unit mass and `ħ = 1`); the domain is `β, W > 0`. -/
def width (β W : ℝ) : ℝ :=
  (β * W / 2 * (cosh (β * W / 2) / sinh (β * W / 2)) - 1) / (β * W ^ 2)
```

The particle feels the quartic potential averaged over these fluctuations. If $\xi$ is a Gaussian displacement with mean zero and variance $a$, then $\langle\xi^2\rangle = a$, $\langle\xi^4\rangle = 3a^2$ and the odd moments vanish. Expanding $g\langle(x+\xi)^4\rangle$ gives

$$S_a(x) = g\,(x^4 + 6x^2a + 3a^2).$$

The code takes this polynomial as the definition of `smeared g x a`, with no integral in it.

```lean
/-- The quartic potential `g x⁴` smeared with a Gaussian of variance `a`. -/
def smeared (g x a : ℝ) : ℝ := g * (x ^ 4 + 6 * x ^ 2 * a + 3 * a ^ 2)
```

The trial effective classical potential is

$$F(W) = \frac1\beta\ln\frac{\sinh u}{u} - \frac{W^2}{2}A(W) + S_{A(W)}(x).$$

The first term is the oscillator's free energy at fixed centroid, measured from that of a free particle. The second removes the mean harmonic potential energy of the fluctuations, and the third puts the averaged quartic potential in its place. The code takes this formula too as a definition, `trialPotential β g x W`, and does not derive it from a path integral.

```lean
/-- Trial effective classical potential at centroid `x` for the quartic oscillator, as a function
of the trial frequency `W`; the domain is `β, W > 0`. -/
def trialPotential (β g x W : ℝ) : ℝ :=
  log (sinh (β * W / 2) / (β * W / 2)) / β - W ^ 2 / 2 * width β W + smeared g x (width β W)
```

## (a) Positivity from a positive slope

Let $f$ be differentiable on the real line, with $f(0) = 0$ and $f'(v) > 0$ for every $v > 0$. Show that

$$f(v) > 0 \quad\text{for all } v > 0.$$

By the mean value theorem, $f(v) = f(v) - f(0) = v f'(c)$ for some $c$ between $0$ and $v$, and both factors are positive.

The code reaches the same conclusion through monotonicity: a positive derivative in the interior makes $f$ strictly increasing on $[0,\infty)$, so $f(0) < f(v)$. The hypothesis `hf` supplies the derivative at every real $v$, and `hp` its sign for $v > 0$.

```lean
/-- A function that is differentiable on the whole real line, vanishes at zero and has positive
slope at all positive arguments is positive there. -/
theorem pos_of_slope_pos {f f' : ℝ → ℝ} (h0 : f 0 = 0) (hf : ∀ v, HasDerivAt f (f' v) v)
    (hp : ∀ v, 0 < v → 0 < f' v) : ∀ v, 0 < v → 0 < f v := by
  intro v hv
  have hm : StrictMonoOn f (Ici 0) := by
    apply strictMonoOn_of_deriv_pos (convex_Ici 0)
    · exact fun y _ => (hf y).continuousAt.continuousWithinAt
    · intro y hy
      rw [interior_Ici] at hy
      rw [(hf y).deriv]
      exact hp y hy
  have h := hm (mem_Ici.2 le_rfl) (mem_Ici.2 hv.le) hv
  rwa [h0] at h
```

## (b) A first hyperbolic inequality

Show that for $u > 0$

$$\sinh u < u\cosh u.$$

Take $f(v) = v\cosh v - \sinh v$. Then $f(0) = 0$ and

$$f'(v) = \cosh v + v\sinh v - \cosh v = v\sinh v,$$

which is positive for $v > 0$. Part (a) gives $f(u) > 0$. The code passes this $f$ and $f'$ to `pos_of_slope_pos`.

```lean
/-- For `u > 0`, `sinh u < u cosh u`. -/
theorem sinh_lt_mul_cosh {u : ℝ} (hu : 0 < u) : sinh u < u * cosh u := by
  have h : ∀ v : ℝ, 0 < v → 0 < v * cosh v - sinh v :=
    pos_of_slope_pos (f := fun v => v * cosh v - sinh v) (f' := fun v => v * sinh v)
      (by simp)
      (fun v => (((hasDerivAt_id' v).fun_mul (hasDerivAt_cosh v)).fun_sub
        (hasDerivAt_sinh v)).congr_deriv (by ring))
      (fun v hv => mul_pos hv (sinh_pos_iff.2 hv))
  linarith [h u hu]
```

## (c) A sharper inequality by repeated integration

Show that for $u > 0$

$$2\sinh^2 u < u\sinh u\cosh u + u^2.$$

Set $v = 2u$. Since $\sinh^2 u = (\cosh v - 1)/2$ and $\sinh u\cosh u = \tfrac12\sinh v$, the right side minus the left side, multiplied by four, is

$$f_4(v) = v\sinh v + v^2 - 4\cosh v + 4.$$

Differentiate repeatedly:

$$f_4' = v\cosh v + 2v - 3\sinh v =: f_3,$$
$$f_3' = v\sinh v - 2\cosh v + 2 =: f_2,$$
$$f_2' = v\cosh v - \sinh v.$$

The last expression is positive for $v > 0$ by (b). Each of $f_2$, $f_3$, $f_4$ vanishes at zero, so three uses of (a) make them positive in turn.

The steps `h2`, `h3` and `h4` establish the positivity of $f_2$, $f_3$ and $f_4$. The last lines set $v = 2u$ and apply the double-argument formulas.

```lean
/-- For `u > 0`, `2 sinh² u < u sinh u cosh u + u²`. -/
theorem two_sinh_sq_lt {u : ℝ} (hu : 0 < u) :
    2 * sinh u ^ 2 < u * sinh u * cosh u + u ^ 2 := by
  -- three integrations from zero, in the variable v = 2u
  have h2 : ∀ v : ℝ, 0 < v → 0 < v * sinh v - 2 * cosh v + 2 :=
    pos_of_slope_pos (f := fun v => v * sinh v - 2 * cosh v + 2)
      (f' := fun v => v * cosh v - sinh v) (by norm_num)
      (fun v => ((((hasDerivAt_id' v).fun_mul (hasDerivAt_sinh v)).fun_sub
        ((hasDerivAt_cosh v).const_mul 2)).add_const 2).congr_deriv (by ring))
      (fun v hv => sub_pos.2 (sinh_lt_mul_cosh hv))
  have h3 : ∀ v : ℝ, 0 < v → 0 < v * cosh v + 2 * v - 3 * sinh v :=
    pos_of_slope_pos (f := fun v => v * cosh v + 2 * v - 3 * sinh v)
      (f' := fun v => v * sinh v - 2 * cosh v + 2) (by norm_num)
      (fun v => ((((hasDerivAt_id' v).fun_mul (hasDerivAt_cosh v)).fun_add
        ((hasDerivAt_id' v).const_mul 2)).fun_sub
        ((hasDerivAt_sinh v).const_mul 3)).congr_deriv (by ring)) h2
  have h4 : ∀ v : ℝ, 0 < v → 0 < v * sinh v + v * v - 4 * cosh v + 4 :=
    pos_of_slope_pos (f := fun v => v * sinh v + v * v - 4 * cosh v + 4)
      (f' := fun v => v * cosh v + 2 * v - 3 * sinh v) (by norm_num)
      (fun v => (((((hasDerivAt_id' v).fun_mul (hasDerivAt_sinh v)).fun_add
        ((hasDerivAt_id' v).fun_mul (hasDerivAt_id' v))).fun_sub
        ((hasDerivAt_cosh v).const_mul 4)).add_const 4).congr_deriv (by ring)) h3
  have h := h4 (2 * u) (by positivity)
  rw [sinh_two_mul, cosh_two_mul, cosh_sq] at h
  nlinarith [h]
```

## (d) Smearing as diffusion

Show that the smeared quartic starts from the bare potential and spreads by the heat equation, with the variance in the role of time:

$$S_0(x) = g x^4, \qquad \frac{\partial S_a}{\partial a} = \frac12\frac{\partial^2 S_a}{\partial x^2} = 6g(x^2 + a).$$

Setting $a = 0$ gives the first equation. For the second, the derivative in $a$ is $g(6x^2 + 6a)$. In $x$, the first derivative is $g(4x^3 + 12ax)$ and the second is $g(12x^2 + 12a)$, half of which is again $6g(x^2+a)$.

This is how Gaussian smearing behaves, so the theorem supports the choice of polynomial. Its three conjuncts are the initial value, the derivative in the variance, and half the curvature in $x$. They hold for every real $a$, although only $a \ge 0$ is a variance.

```lean
/-- The smeared quartic starts from `g x⁴` at zero width and obeys the heat equation: its rate of
change with the variance is half its curvature in `x`. -/
theorem smeared_heat (g x a : ℝ) : smeared g x 0 = g * x ^ 4 ∧
    HasDerivAt (smeared g x) (6 * g * (x ^ 2 + a)) a ∧
    deriv (deriv fun y => smeared g y a) x / 2 = 6 * g * (x ^ 2 + a) := by
  have p2 : ∀ y : ℝ, HasDerivAt (fun z : ℝ => z ^ 2) (2 * y) y := fun y => by
    simpa using hasDerivAt_pow 2 y
  have p3 : ∀ y : ℝ, HasDerivAt (fun z : ℝ => z ^ 3) (3 * y ^ 2) y := fun y => by
    simpa using hasDerivAt_pow 3 y
  have p4 : ∀ y : ℝ, HasDerivAt (fun z : ℝ => z ^ 4) (4 * y ^ 3) y := fun y => by
    simpa using hasDerivAt_pow 4 y
  refine ⟨by simp [smeared], ?_, ?_⟩
  · exact (((((hasDerivAt_id' a).const_mul (6 * x ^ 2)).const_add (x ^ 4)).fun_add
      ((p2 a).const_mul 3)).const_mul g).congr_deriv (by ring)
  · have h1 : (deriv fun y => smeared g y a) = fun y => g * (4 * y ^ 3 + 12 * a * y) := by
      funext y
      exact (((((p4 y).fun_add (((p2 y).const_mul 6).mul_const a)).add_const
        (3 * a ^ 2)).const_mul g).congr_deriv (by ring)).deriv
    rw [h1, ((((p3 x).const_mul 4).fun_add
      ((hasDerivAt_id' x).const_mul (12 * a))).const_mul g).deriv]
    ring
```

## (e) The width shrinks as the trial oscillator stiffens

Show that $A$ is differentiable at every $W > 0$ and that

$$A'(W) < 0,$$

where from here on the prime denotes $d/dW$ at fixed $\beta$, $g$ and $x$.

Since $u' = \beta/2$,

$$(u\coth u)' = \frac\beta2\left(\coth u - \frac{u}{\sinh^2 u}\right).$$

The quotient rule gives

$$A' = \frac{\beta}{2}\,\frac{\coth u - u/\sinh^2 u}{\beta W^2} - \frac{2(u\coth u - 1)}{\beta W^3}.$$

Over the common denominator $\beta W^3$, the first numerator becomes $u\coth u - u^2/\sinh^2 u$. Hence

$$A' = \frac{2\sinh^2 u - u\sinh u\cosh u - u^2}{\beta W^3\sinh^2 u}.$$

The denominator is positive, and the numerator is negative by (c).

In the code, `hcoth` differentiates $\coth u$ and `hA` records the closed form of $A'$. The final step reads off the sign with `two_sinh_sq_lt`.

```lean
/-- For `β, W > 0` the fluctuation width is differentiable in the trial frequency and its
derivative is negative. -/
theorem width_deriv_neg {β W : ℝ} (hβ : 0 < β) (hW : 0 < W) :
    DifferentiableAt ℝ (width β) W ∧ deriv (width β) W < 0 := by
  have hu0 : 0 < β * W / 2 := by positivity
  have hs := sinh_pos_iff.2 hu0
  have hs0 := hs.ne'
  have hu : HasDerivAt (fun w : ℝ => β * w / 2) (β / 2) W :=
    (((hasDerivAt_id' W).const_mul β).div_const 2).congr_deriv (by ring)
  have p2 : HasDerivAt (fun w : ℝ => w ^ 2) (2 * W) W := by simpa using hasDerivAt_pow 2 W
  have hcoth : HasDerivAt (fun w : ℝ => cosh (β * w / 2) / sinh (β * w / 2))
      (-(β / 2) / sinh (β * W / 2) ^ 2) W := by
    refine (hu.cosh.fun_div hu.sinh hs0).congr_deriv ?_
    congr 1
    linear_combination (-(β / 2)) * cosh_sq (β * W / 2)
  have hA : HasDerivAt (width β) ((2 * sinh (β * W / 2) ^ 2
      - β * W / 2 * sinh (β * W / 2) * cosh (β * W / 2) - (β * W / 2) ^ 2)
      / (β * W ^ 3 * sinh (β * W / 2) ^ 2)) W := by
    refine (((hu.fun_mul hcoth).sub_const 1).fun_div (p2.const_mul β)
      (by positivity)).congr_deriv ?_
    generalize sinh (β * W / 2) = s at hs0 ⊢
    generalize cosh (β * W / 2) = c
    field_simp
    ring
  refine ⟨hA.differentiableAt, ?_⟩
  rw [hA.deriv]
  exact div_neg_of_neg_of_pos (by linarith [two_sinh_sq_lt hu0])
    (mul_pos (by positivity) (pow_pos hs 2))
```

## (f) The slope of the trial potential factorises

Show that for $W > 0$

$$F'(W) = A'(W)\left[6g\bigl(x^2 + A(W)\bigr) - \frac{W^2}{2}\right].$$

The free-energy term has derivative

$$\frac1\beta\cdot\frac\beta2\left(\coth u - \frac1u\right) = \frac{u\coth u - 1}{2u} = \frac{u\coth u - 1}{\beta W} = W A.$$

The harmonic term contributes $-WA - \tfrac12W^2A'$, and its first part cancels the free-energy slope. By the chain rule and (d), the smeared quartic contributes $6g(x^2 + A)A'$. What remains has the common factor $A'$.

The code follows these three terms: `hlog` is the free-energy slope $WA$, `hS` is the chain rule applied to `smeared_heat`, and the final `ring` carries out the cancellation. The statement uses `HasDerivAt`, which says that the derivative exists and has this value.

```lean
/-- For `β, W > 0` the slope of the trial potential in `W` is the slope of the width times the
mismatch `6g(x² + A) - W²/2`, with `A` the width. -/
theorem hasDerivAt_trialPotential {β W : ℝ} (g x : ℝ) (hβ : 0 < β) (hW : 0 < W) :
    HasDerivAt (trialPotential β g x)
      (deriv (width β) W * (6 * g * (x ^ 2 + width β W) - W ^ 2 / 2)) W := by
  have hu0 : 0 < β * W / 2 := by positivity
  have hs := sinh_pos_iff.2 hu0
  have hs0 := hs.ne'
  have hu : HasDerivAt (fun w : ℝ => β * w / 2) (β / 2) W :=
    (((hasDerivAt_id' W).const_mul β).div_const 2).congr_deriv (by ring)
  have p2 : HasDerivAt (fun w : ℝ => w ^ 2) (2 * W) W := by simpa using hasDerivAt_pow 2 W
  have hA := (width_deriv_neg hβ hW).1.hasDerivAt
  -- the oscillator free energy responds to W with slope W A
  have hlog : HasDerivAt (fun w : ℝ => log (sinh (β * w / 2) / (β * w / 2)) / β)
      (W * width β W) W := by
    refine (((hu.sinh.fun_div hu hu0.ne').log (div_pos hs hu0).ne').div_const β).congr_deriv ?_
    unfold width
    generalize sinh (β * W / 2) = s at hs0 ⊢
    generalize cosh (β * W / 2) = c
    field_simp
  have hS : HasDerivAt (fun w => smeared g x (width β w))
      (6 * g * (x ^ 2 + width β W) * deriv (width β) W) W :=
    (smeared_heat g x (width β W)).2.1.comp W hA
  exact ((hlog.fun_sub ((p2.div_const 2).fun_mul hA)).fun_add hS).congr_deriv (by ring)
```

## (g) The condition on the trial frequency

Show that for $W > 0$

$$F'(W) = 0 \iff W^2 = 12g\bigl(x^2 + A(W)\bigr).$$

This is the Feynman–Kleinert equation for the quartic oscillator. By (f), $F'(W)$ is a product, and by (e) its factor $A'(W)$ is not zero. So $F'(W) = 0$ exactly when $6g(x^2 + A) = W^2/2$; multiply by two.

By (d), the right side is the curvature $\partial_x^2 S_a(x)$ at $a = A(W)$. The squared trial frequency therefore equals the curvature of the potential as smeared by the trial oscillator's own fluctuations. Because $A$ depends on $W$, the condition is self-consistent. In this one-dimensional model with a single trial frequency, it reduces the choice of that frequency in an approximate quantum partition function to one scalar equation at each centroid.

In `stationary_iff`, the left side is `deriv (trialPotential β g x) W = 0`. Lean assigns `deriv` the value zero where a function has no derivative, but (f) shows that the derivative exists here. The proof inserts the factorised slope, discards the factor $A'$ with `or_iff_right`, and rearranges with `linarith`.

The theorem tests a given $W$; whether a solution exists, whether it minimises $F$, and whether $F$ bounds the exact effective classical potential are separate questions that it leaves open.

```lean
/-- For `β, W > 0` the trial potential is stationary in the trial frequency exactly when the
Feynman-Kleinert equation `W² = 12g(x² + A)` holds, with `A` the width at `W`. -/
theorem stationary_iff {β W : ℝ} (g x : ℝ) (hβ : 0 < β) (hW : 0 < W) :
    deriv (trialPotential β g x) W = 0 ↔ W ^ 2 = 12 * g * (x ^ 2 + width β W) := by
  rw [(hasDerivAt_trialPotential g x hβ hW).deriv, mul_eq_zero,
    or_iff_right (width_deriv_neg hβ hW).2.ne]
  constructor <;> intro h <;> linarith

end

end FeynmanKleinert
```

```lean
#print axioms FeynmanKleinert.stationary_iff
```

```
'FeynmanKleinert.stationary_iff' depends on axioms: [propext, Classical.choice, Quot.sound]
```
